# Lifshitz tensors of the point groups T, C4v, D2d and D4

## Inversion symmetry removes the chiral gradient energy

Magnetisation \(m\) is an axial vector: spatial inversion leaves it unchanged but reverses every derivative \(\partial_j m\). An energy density linear in the products \(m\times\partial_j m\) therefore changes sign. If inversion is a symmetry, the energy equals its own negative, and its coefficients must vanish.

A mirror forbids less. If it reverses \(x\), the coefficient \(D_{xx}\) of \((m\times\partial_x m)_x\) must still vanish, but the coefficient \(D_{xy}\) of \((m\times\partial_y m)_x\) may survive. The task is to find which coefficients a whole point group allows.

## The energy and its symmetry operations

Let \(G_{kj}=\partial_j m_k\), and collect the cross products in a matrix \(C\):

\[
C_{ij}=(m\times\partial_j m)_i,\qquad
w=\sum_{i,j}D_{ij}C_{ij}=\operatorname{tr}(D^T C).
\]

The real matrix \(D\), here called the Lifshitz tensor, holds the continuum constants of antisymmetric exchange, also called the Dzyaloshinskii–Moriya interaction; this is what the code means by anisotropic exchange. It describes a smoothly varying magnetisation. In a crystal with inversion symmetry \(D\) vanishes, but individual bonds without an inversion centre at their midpoint can still carry antisymmetric exchange. Its first index belongs to the cross product, its second to the derivative. Here \(m\) is normalised to \(|m|=1\), so differentiation gives \(\sum_k m_kG_{kj}=0\).

An orthogonal operation \(R\) acts by

\[
m\mapsto\det(R)\,Rm,\qquad G\mapsto\det(R)\,RGR^T.
\]

The determinant is there because \(m\) is axial; the factor \(R^T\) comes from rotating the direction of differentiation.

## From invariant energy to a condition on D

For any vectors \(u,v,s\),

\[
s\cdot R^T(Ru\times Rv)=\det[Rs,Ru,Rv]=\det(R)\,s\cdot(u\times v),
\]

so \(R^T(Ru\times Rv)=\det(R)(u\times v)\). For orthogonal \(R\), multiplying by \(R\) gives \(Ru\times Rv=\det(R)R(u\times v)\). The derivative index transforms linearly, and the two determinant factors carried by \(m\) and \(G\) multiply to \(\det(R)^2=1\). Hence

\[
C\mapsto\det(R)\,RCR^T.
\]

Cyclicity of the trace moves the operation onto the coefficients:

\[
w'=\det(R)\operatorname{tr}(D^TRCR^T)
=\operatorname{tr}\big((\det(R)R^TDR)^TC\big).
\]

Admissible fields determine the coefficients completely. Take \(m=e_y\) and let only the \(z\) row of \(G\) be nonzero, with entries \(a,b,c\). Then \(w=D_{xx}a+D_{xy}b+D_{xz}c\), which isolates the first row of \(D\). Cyclic permutation of the axes isolates the other two.

Invariance for all admissible fields therefore means \(D=\det(R)R^TDR\). Multiplying by \(R\) on the left, \(R^T\) on the right and \(\det(R)\) gives what is here called the Lifshitz condition (in the Landau theory of phase transitions that name means a different criterion):

\[
D=\det(R)\,RDR^T,\qquad
D_{ij}=\det(R)\sum_{k,l}R_{ik}D_{kl}R_{jl}.
\]

These steps can be reversed. If the condition holds for \(A\) and \(B\), substituting one equation into the other gives it for \(AB\), so checking generators is enough.

## Four groups and their tensors

**T.** The twofold rotation about \(z\) removes \(D_{xz},D_{yz},D_{zx},D_{zy}\). The threefold rotation gives \(D_{xx}=D_{zz}\), \(D_{yy}=D_{xx}\), \(D_{xy}=D_{zx}=0\) and \(D_{yx}=D_{xz}=0\). Thus \(D=a\mathbf 1\). Conversely, \(RR^T=\mathbf 1\) and \(\det(R)=1\) for both generators.

**C4v.** The mirror reversing \(x\) removes the diagonal, \(D_{yz}\) and \(D_{zy}\). The fourfold rotation gives \(D_{xy}=-D_{yx}\), \(D_{xz}=-D_{yz}=0\) and \(D_{zx}=-D_{zy}=0\). Conversely, the mirror's determinant cancels the sign it gives to the \(xy\) and \(yx\) entries, and the fourfold rotation preserves an antisymmetric \(xy\) block.

**D2d, with a twofold axis along x.** The twofold rotation removes \(D_{xy},D_{xz},D_{yx},D_{zx}\). The fourfold rotoreflection has determinant \(-1\), so \(D_{xx}=-D_{yy}\) and \(D_{zz}=-D_{zz}=0\), while \(D_{yz}=D_{xz}=0\) and \(D_{zy}=D_{zx}=0\). This leaves \(\operatorname{diag}(a,-a,0)\). Conversely, the twofold rotation fixes every diagonal matrix, and the rotoreflection exchanges the first two entries and reverses their signs.

**D4.** The same twofold rotation removes the same entries. The fourfold rotation gives \(D_{xx}=D_{yy}\), \(D_{yz}=D_{xz}=0\) and \(D_{zy}=D_{zx}=0\), but leaves \(D_{zz}\) free. This gives \(\operatorname{diag}(a,a,c)\), which both generators preserve.

For a classical continuum model with uniform coefficients and this energy density, the families tell a micromagnetic simulation which constants are independent.

## Fields, operations and groups in Lean

`Mat3` is the type of real 3×3 matrices, with indices 0, 1, 2 for \(x,y,z\). `chirality m G` is \(C\), `energy D G m` is \(w\), and `IsLifshitz R D` is the condition for one operation.

The theorem `energy_invariant_iff` assumes `Rᵀ * R = 1`. It says that the energy is unchanged for every `m` and `G` satisfying `m ⬝ᵥ m = 1` and `m ᵥ* G = 0` exactly when `IsLifshitz R D` holds. These two conditions express unit length and its first derivative at a point.

`HasSymmetry S D` imposes the condition on all finite products of matrices in `S`. The generators used here have finite order, so such products include their inverses. The theorems `bloch_T`, `neel_C4v`, `antiskyrmion_D2d` and `uniaxial_D4` each state an equivalence: every tensor with the symmetry belongs to the family, and every member of the family has the symmetry. Zero parameters are allowed.

The axes are fixed by the explicit generators. Invariance is required of the local density, not merely of its integral up to boundary terms. The names Bloch, Néel and antiskyrmion label tensor types; whether such a texture forms or is stable also depends on the rest of the energy.

## A non-orthogonal matrix that preserves the energy but not the tensor

Orthogonality matters in `energy_invariant_iff`. Take \(R=\operatorname{diag}(2,\tfrac12,1)\), which has determinant 1, and \(D=\operatorname{diag}(1,0,0)\). The energy is \(w=m_yG_{zx}-m_zG_{yx}\). This tests the theorem's formulas, not a physical stretch of space, under which derivatives would transform with \(R^{-1}\) in place of \(R^T\). In those formulas \(m_y\) is halved and \(G_{zx}\) doubled, while \(m_z\) and \(G_{yx}\) are unchanged. The energy is therefore invariant, yet \(\det(R)RDR^T=\operatorname{diag}(4,0,0)\ne D\).

## The complete Lean file

```lean
import Mathlib

open Matrix

namespace LifshitzTensor

noncomputable section

/-- Real 3x3 matrices, with indices 0, 1, 2 for the axes x, y, z. -/
abbrev Mat3 := Matrix (Fin 3) (Fin 3) ℝ

/-- The tensor with entries `(m × ∂_j m)_i`, where `G k j` is the derivative `∂_j m_k`. -/
def chirality (m : Fin 3 → ℝ) (G : Mat3) : Mat3 :=
  Matrix.of fun i j => (m ⨯₃ (fun k => G k j)) i

/-- The anisotropic exchange energy density `∑ D_ij (m × ∂_j m)_i`, written as a trace. -/
def energy (D G : Mat3) (m : Fin 3 → ℝ) : ℝ := (Dᵀ * chirality m G).trace

/-- The Lifshitz condition `D = det(R) R D Rᵀ` for one operation `R`. -/
def IsLifshitz (R D : Mat3) : Prop := D = R.det • (R * D * Rᵀ)

/-- The tensor `D` meets the Lifshitz condition for every finite product of the
generators in `S`. -/
def HasSymmetry (S : Set Mat3) (D : Mat3) : Prop :=
  ∀ R ∈ Submonoid.closure S, IsLifshitz R D

/-- Twofold rotation about z. -/
def c2z : Mat3 := !![-1, 0, 0; 0, -1, 0; 0, 0, 1]

/-- Twofold rotation about x. -/
def c2x : Mat3 := !![1, 0, 0; 0, -1, 0; 0, 0, -1]

/-- Threefold rotation about the cube diagonal [111]. -/
def c3 : Mat3 := !![0, 0, 1; 1, 0, 0; 0, 1, 0]

/-- Fourfold rotation about z. -/
def c4z : Mat3 := !![0, -1, 0; 1, 0, 0; 0, 0, 1]

/-- Fourfold rotation about z followed by reflection in the xy plane. -/
def s4z : Mat3 := !![0, -1, 0; 1, 0, 0; 0, 0, -1]

/-- Mirror reflection that reverses x. -/
def mx : Mat3 := !![-1, 0, 0; 0, 1, 0; 0, 0, 1]

/-- The Lifshitz condition written out in components. -/
theorem isLifshitz_iff (R D : Mat3) : IsLifshitz R D ↔
    ∀ i j, D i j = R.det * ∑ l, ∑ k, R i k * D k l * R j l := by
  unfold IsLifshitz
  rw [← Matrix.ext_iff]
  simp only [Matrix.smul_apply, smul_eq_mul, Matrix.mul_apply, Matrix.transpose_apply,
    Finset.sum_mul]

/-- Under an orthogonal `R` acting on the field and on space, the tensor `(m × ∂_j m)_i`
is rotated in both indices and multiplied by `det(R)`. -/
theorem chirality_rotate {R : Mat3} (hR : Rᵀ * R = 1) (m : Fin 3 → ℝ) (G : Mat3) :
    chirality (R *ᵥ m) (R * G * Rᵀ) = R.det • (R * chirality m G * Rᵀ) := by
  have hR' : R * Rᵀ = 1 := mul_eq_one_comm.mp hR
  -- the cofactor identity for cross products
  have h1 : Rᵀ * chirality (R *ᵥ m) (R * G) = R.det • chirality m G := by
    ext i j
    fin_cases i <;> simp [chirality, cross_apply, Matrix.mul_apply, Matrix.mulVec, dotProduct,
      Fin.sum_univ_three, Matrix.det_fin_three] <;> ring
  -- the derivative index transforms linearly
  have h2 : ∀ (v : Fin 3 → ℝ) (A B : Mat3), chirality v (A * B) = chirality v A * B := by
    intro v A B
    ext i j
    fin_cases i <;> simp [chirality, cross_apply, Matrix.mul_apply, Fin.sum_univ_three] <;> ring
  calc chirality (R *ᵥ m) (R * G * Rᵀ)
      = (R * Rᵀ) * chirality (R *ᵥ m) (R * G) * Rᵀ := by rw [h2, hR', Matrix.one_mul]
    _ = R * (Rᵀ * chirality (R *ᵥ m) (R * G)) * Rᵀ := by simp only [Matrix.mul_assoc]
    _ = R.det • (R * chirality m G * Rᵀ) := by rw [h1, Matrix.mul_smul, Matrix.smul_mul]

/-- An orthogonal matrix has determinant of square one. -/
theorem det_sq {R : Mat3} (hR : Rᵀ * R = 1) : R.det * R.det = 1 := by
  have h := congrArg Matrix.det hR
  rwa [Matrix.det_mul, Matrix.det_transpose, Matrix.det_one] at h

/-- Transforming the axial magnetisation and its gradient by an orthogonal `R` has the same
effect on the energy as replacing `D` by `det(R) Rᵀ D R`. -/
theorem energy_rotate {R : Mat3} (hR : Rᵀ * R = 1) (D G : Mat3) (m : Fin 3 → ℝ) :
    energy D (R.det • (R * G * Rᵀ)) (R.det • (R *ᵥ m)) =
      energy (R.det • (Rᵀ * D * R)) G m := by
  have hs : ∀ (c : ℝ) (v : Fin 3 → ℝ) (A : Mat3),
      chirality (c • v) (c • A) = (c * c) • chirality v A := by
    intro c v A
    ext i j
    fin_cases i <;> simp [chirality, cross_apply] <;> ring
  unfold energy
  rw [hs, det_sq hR, one_smul, chirality_rotate hR, Matrix.transpose_smul, Matrix.mul_smul,
    Matrix.smul_mul, Matrix.trace_smul, Matrix.trace_smul]
  congr 1
  calc (Dᵀ * (R * chirality m G * Rᵀ)).trace
      = ((Dᵀ * R * chirality m G) * Rᵀ).trace := by simp only [Matrix.mul_assoc]
    _ = (Rᵀ * (Dᵀ * R * chirality m G)).trace := Matrix.trace_mul_comm _ _
    _ = ((Rᵀ * D * R)ᵀ * chirality m G).trace := by
        simp only [Matrix.transpose_mul, Matrix.transpose_transpose, Matrix.mul_assoc]

/-- Two tensors that give the same energy for every unit magnetisation with gradient
orthogonal to it are equal. -/
theorem energy_ext {D E : Mat3}
    (h : ∀ m G, m ⬝ᵥ m = 1 → m ᵥ* G = 0 → energy D G m = energy E G m) : D = E := by
  -- each choice of magnetisation and gradient isolates one row
  have hx : ∀ a b c : ℝ, D 0 0 * a + D 0 1 * b + D 0 2 * c
      = E 0 0 * a + E 0 1 * b + E 0 2 * c := by
    intro a b c
    have t := h ![0, 1, 0] !![0, 0, 0; 0, 0, 0; a, b, c]
      (by simp [dotProduct, Fin.sum_univ_three])
      (by ext j; fin_cases j <;> simp [Matrix.vecMul, dotProduct, Fin.sum_univ_three])
    simp [energy, chirality, cross_apply, Matrix.trace, Matrix.mul_apply,
      Fin.sum_univ_three] at t
    linarith
  have hy : ∀ a b c : ℝ, D 1 0 * a + D 1 1 * b + D 1 2 * c
      = E 1 0 * a + E 1 1 * b + E 1 2 * c := by
    intro a b c
    have t := h ![0, 0, 1] !![a, b, c; 0, 0, 0; 0, 0, 0]
      (by simp [dotProduct, Fin.sum_univ_three])
      (by ext j; fin_cases j <;> simp [Matrix.vecMul, dotProduct, Fin.sum_univ_three])
    simp [energy, chirality, cross_apply, Matrix.trace, Matrix.mul_apply,
      Fin.sum_univ_three] at t
    linarith
  have hz : ∀ a b c : ℝ, D 2 0 * a + D 2 1 * b + D 2 2 * c
      = E 2 0 * a + E 2 1 * b + E 2 2 * c := by
    intro a b c
    have t := h ![1, 0, 0] !![0, 0, 0; a, b, c; 0, 0, 0]
      (by simp [dotProduct, Fin.sum_univ_three])
      (by ext j; fin_cases j <;> simp [Matrix.vecMul, dotProduct, Fin.sum_univ_three])
    simp [energy, chirality, cross_apply, Matrix.trace, Matrix.mul_apply,
      Fin.sum_univ_three] at t
    linarith
  ext i j
  fin_cases i <;> fin_cases j <;> simp <;>
    linarith [hx 1 0 0, hx 0 1 0, hx 0 0 1, hy 1 0 0, hy 0 1 0, hy 0 0 1,
      hz 1 0 0, hz 0 1 0, hz 0 0 1]

/-- For orthogonal `R`, the energy of every unit magnetisation with gradient orthogonal to it
is unchanged by `R` exactly when `D = det(R) R D Rᵀ`. -/
theorem energy_invariant_iff {R : Mat3} (hR : Rᵀ * R = 1) (D : Mat3) :
    (∀ m G, m ⬝ᵥ m = 1 → m ᵥ* G = 0 →
      energy D (R.det • (R * G * Rᵀ)) (R.det • (R *ᵥ m)) = energy D G m) ↔
    IsLifshitz R D := by
  have hR' : R * Rᵀ = 1 := mul_eq_one_comm.mp hR
  constructor
  · intro h
    have e : R.det • (Rᵀ * D * R) = D := energy_ext fun m G hm hG => by
      rw [← energy_rotate hR]
      exact h m G hm hG
    calc D = (R.det * R.det) • ((R * Rᵀ) * D * (R * Rᵀ)) := by
          rw [det_sq hR, one_smul, hR', Matrix.one_mul, Matrix.mul_one]
      _ = R.det • (R * (R.det • (Rᵀ * D * R)) * Rᵀ) := by
          simp only [Matrix.mul_smul, Matrix.smul_mul, smul_smul, Matrix.mul_assoc]
      _ = R.det • (R * D * Rᵀ) := by rw [e]
  · intro h m G _ _
    have h' : D = R.det • (R * D * Rᵀ) := h
    have e : R.det • (Rᵀ * D * R) = D := by
      calc R.det • (Rᵀ * D * R) = R.det • (Rᵀ * (R.det • (R * D * Rᵀ)) * R) := by rw [← h']
        _ = (R.det * R.det) • ((Rᵀ * R) * D * (Rᵀ * R)) := by
            simp only [Matrix.mul_smul, Matrix.smul_mul, smul_smul, Matrix.mul_assoc]
        _ = D := by rw [det_sq hR, one_smul, hR, Matrix.one_mul, Matrix.mul_one]
    rw [energy_rotate hR, e]

/-- The Lifshitz condition holds for all finite products of the generators `A` and `B` exactly when
it holds for `A` and for `B`. -/
theorem hasSymmetry_pair (A B D : Mat3) :
    HasSymmetry {A, B} D ↔ IsLifshitz A D ∧ IsLifshitz B D := by
  constructor
  · intro h
    exact ⟨h A (Submonoid.subset_closure (by simp)), h B (Submonoid.subset_closure (by simp))⟩
  · rintro ⟨hA, hB⟩ R hR
    induction hR using Submonoid.closure_induction with
    | mem x hx =>
      rcases hx with rfl | rfl
      · exact hA
      · exact hB
    | one => simp [IsLifshitz]
    | mul x y _ _ hx hy =>
      have hy' : D = y.det • (y * D * yᵀ) := hy
      calc D = x.det • (x * D * xᵀ) := hx
        _ = x.det • (x * (y.det • (y * D * yᵀ)) * xᵀ) := by rw [← hy']
        _ = (x * y).det • ((x * y) * D * (x * y)ᵀ) := by
            simp only [Matrix.det_mul, Matrix.transpose_mul, Matrix.mul_smul, Matrix.smul_mul,
              smul_smul, Matrix.mul_assoc]

/-- The Lifshitz tensors of the point group T are exactly the multiples of the identity
(Bloch type). -/
theorem bloch_T (D : Mat3) : HasSymmetry {c2z, c3} D ↔ ∃ a : ℝ, D = a • (1 : Mat3) := by
  rw [hasSymmetry_pair, isLifshitz_iff, isLifshitz_iff]
  constructor
  · rintro ⟨h, k⟩
    have h1 := h 0 2
    have h2 := h 1 2
    have h3 := h 2 0
    have h4 := h 2 1
    have k1 := k 0 0
    have k2 := k 1 1
    have k3 := k 0 1
    have k4 := k 1 0
    simp [c2z, Matrix.det_fin_three, Fin.sum_univ_three] at h1 h2 h3 h4
    simp [c3, Matrix.det_fin_three, Fin.sum_univ_three] at k1 k2 k3 k4
    refine ⟨D 0 0, ?_⟩
    ext i j
    fin_cases i <;> fin_cases j <;> simp <;> linarith
  · rintro ⟨a, rfl⟩
    constructor <;> intro i j <;> fin_cases i <;> fin_cases j <;>
      simp [c2z, c3, Matrix.det_fin_three, Fin.sum_univ_three, Matrix.one_apply]

/-- The Lifshitz tensors of C4v with fourfold axis z are exactly those with `D_xy = -D_yx` and every
other entry zero (Néel type). -/
theorem neel_C4v (D : Mat3) :
    HasSymmetry {mx, c4z} D ↔ ∃ a : ℝ, D = !![0, a, 0; -a, 0, 0; 0, 0, 0] := by
  rw [hasSymmetry_pair, isLifshitz_iff, isLifshitz_iff]
  constructor
  · rintro ⟨h, k⟩
    have h1 := h 0 0
    have h2 := h 1 1
    have h3 := h 2 2
    have h4 := h 1 2
    have h5 := h 2 1
    have k1 := k 0 1
    have k2 := k 0 2
    have k3 := k 2 0
    simp [mx, Matrix.det_fin_three, Fin.sum_univ_three] at h1 h2 h3 h4 h5
    simp [c4z, Matrix.det_fin_three, Fin.sum_univ_three] at k1 k2 k3
    refine ⟨D 0 1, ?_⟩
    ext i j
    fin_cases i <;> fin_cases j <;> simp <;> linarith
  · rintro ⟨a, rfl⟩
    constructor <;> intro i j <;> fin_cases i <;> fin_cases j <;>
      simp [mx, c4z, Matrix.det_fin_three, Fin.sum_univ_three]

/-- The Lifshitz tensors of D2d with fourfold rotoreflection axis z and a twofold axis x are
exactly `diag(a, -a, 0)` (antiskyrmion type). -/
theorem antiskyrmion_D2d (D : Mat3) :
    HasSymmetry {c2x, s4z} D ↔ ∃ a : ℝ, D = !![a, 0, 0; 0, -a, 0; 0, 0, 0] := by
  rw [hasSymmetry_pair, isLifshitz_iff, isLifshitz_iff]
  constructor
  · rintro ⟨h, k⟩
    have h1 := h 0 1
    have h2 := h 0 2
    have h3 := h 1 0
    have h4 := h 2 0
    have k1 := k 0 0
    have k2 := k 2 2
    have k3 := k 1 2
    have k4 := k 2 1
    simp [c2x, Matrix.det_fin_three, Fin.sum_univ_three] at h1 h2 h3 h4
    simp [s4z, Matrix.det_fin_three, Fin.sum_univ_three] at k1 k2 k3 k4
    refine ⟨D 0 0, ?_⟩
    ext i j
    fin_cases i <;> fin_cases j <;> simp <;> linarith
  · rintro ⟨a, rfl⟩
    constructor <;> intro i j <;> fin_cases i <;> fin_cases j <;>
      simp [c2x, s4z, Matrix.det_fin_three, Fin.sum_univ_three]

/-- The Lifshitz tensors of D4 with fourfold axis z and a twofold axis x are exactly
`diag(a, a, c)`. -/
theorem uniaxial_D4 (D : Mat3) :
    HasSymmetry {c2x, c4z} D ↔ ∃ a c : ℝ, D = !![a, 0, 0; 0, a, 0; 0, 0, c] := by
  rw [hasSymmetry_pair, isLifshitz_iff, isLifshitz_iff]
  constructor
  · rintro ⟨h, k⟩
    have h1 := h 0 1
    have h2 := h 0 2
    have h3 := h 1 0
    have h4 := h 2 0
    have k1 := k 0 0
    have k2 := k 1 2
    have k3 := k 2 1
    simp [c2x, Matrix.det_fin_three, Fin.sum_univ_three] at h1 h2 h3 h4
    simp [c4z, Matrix.det_fin_three, Fin.sum_univ_three] at k1 k2 k3
    refine ⟨D 0 0, D 2 2, ?_⟩
    ext i j
    fin_cases i <;> fin_cases j <;> simp <;> linarith
  · rintro ⟨a, c, rfl⟩
    constructor <;> intro i j <;> fin_cases i <;> fin_cases j <;>
      simp [c2x, c4z, Matrix.det_fin_three, Fin.sum_univ_three]

end

end LifshitzTensor
```

```lean
#print axioms LifshitzTensor.energy_invariant_iff
#print axioms LifshitzTensor.bloch_T
#print axioms LifshitzTensor.antiskyrmion_D2d
#print axioms LifshitzTensor.uniaxial_D4
```

```
'LifshitzTensor.energy_invariant_iff' depends on axioms: [propext, Classical.choice, Quot.sound]
'LifshitzTensor.bloch_T' depends on axioms: [propext, Classical.choice, Quot.sound]
'LifshitzTensor.antiskyrmion_D2d' depends on axioms: [propext, Classical.choice, Quot.sound]
'LifshitzTensor.uniaxial_D4' depends on axioms: [propext, Classical.choice, Quot.sound]
```

## Cofactors, test fields and component equations

In `chirality_rotate`, the step `h1` is the cofactor identity, checked component by component with `ring`; `h2` is linearity in the derivative index. `det_sq` supplies \(\det(R)^2=1\). `energy_rotate` combines these facts and uses `Matrix.trace_mul_comm` for the cyclic move.

The three test fields appear in `energy_ext` as `hx`, `hy` and `hz`, one for each row of the tensor. Setting one of `a`, `b`, `c` to 1 and the others to 0 then extracts each entry. `energy_invariant_iff` uses this result in the forward direction and matrix multiplication to pass between the two forms of the condition.

`hasSymmetry_pair` reduces a group to its two generators. Its induction over products has three cases: a generator, the identity and a product of two elements already treated.

The four classification proofs then use `isLifshitz_iff` to obtain component equations. The hypotheses `h1`, `k1` and their companions are the relations selected in the derivation by hand; `simp` evaluates them for the explicit matrices, and `linarith` solves for the nine entries. For the converse, the proposed tensor is substituted and every component is checked for both generators.
